# Two collinear induced dipoles with positive polarizabilities: Jacobi sweeps converge from every start exactly when \(4a_1a_2<r^6\)

Let two sites with polarizabilities \(a_1,a_2>0\), in units with \(4\pi\varepsilon_0=1\), lie at a distance \(r>0\), with dipoles and fields along the line joining them, and let

\[
J=\begin{pmatrix}0&2a_1/r^3\\ 2a_2/r^3&0\end{pmatrix}.
\]

The powers \(J^k\) tend to zero if and only if \(4a_1a_2<r^6\). The matrix \(1-J\) is singular if and only if \(4a_1a_2=r^6\), the polarization catastrophe. In any external field, the Jacobi iteration for the dipoles converges from every starting guess to one self-consistent solution if and only if \(4a_1a_2<r^6\).

## Two polarizable sites on a line

Number the sites 0 and 1; site 0 has polarizability \(a_1\) and site 1 has \(a_2\). Their dipoles \(\mu_0,\mu_1\) and the external fields \(E_0,E_1\) are components along the line joining them. In units with \(4\pi\varepsilon_0=1\), a point dipole \(\mu\) produces the field \(2\mu/r^3\) at distance \(r\) on its axis. One Jacobi sweep recomputes both dipoles from the old ones:

\[
\mu_0\mapsto a_1\!\left(E_0+\frac{2\mu_1}{r^3}\right),\qquad
\mu_1\mapsto a_2\!\left(E_1+\frac{2\mu_0}{r^3}\right).
\]

With \(b=(a_1E_0,\,a_2E_1)\), the dipoles induced by the external field alone, this is \(\mu\mapsto b+J\mu\). A self-consistent pair satisfies \((1-J)\mu=b\).

Some polarizable force fields use induced dipoles and solve equations of this kind iteratively; the threshold here belongs to two undamped point dipoles with linear response.

## The criteria as Lean states them

`jacobi` is \(J\), `coupling` is the dimensionless number \(q=4a_1a_2/r^6\), and `sweep` is the physical rule above, written without reference to \(J\). Dipoles and fields are functions `Fin 2 → ℝ`, that is, real pairs.

- `jacobi_pow_tendsto_zero_iff` says that \(J^k\to0\), entry by entry, exactly when \(4a_1a_2<r^6\).
- `one_sub_jacobi_singular_iff` expresses singularity as `¬ IsUnit (1 - jacobi a₁ a₂ r)`: the matrix has no inverse. It assumes only \(r\neq0\).
- `spontaneous_dipoles_iff` says, again for \(r\ne0\), that there exists a nonzero pair of dipoles reproduced by a sweep in zero field exactly when \(4a_1a_2=r^6\).
- `sweeps_converge_iff` fixes an arbitrary field `E`. Its left side says that some pair `ν` is unchanged by a sweep and is the limit of the iterates `(sweep a₁ a₂ r E)^[k] μ` for every start `μ`.

The model leaves out short-range damping, dipole components perpendicular to the axis and further sites. The criterion concerns plain Jacobi sweeps, without mixing or extrapolation.

## Powers of \(J\) and the determinant

Multiplying out gives \(J^2=q\,1\), so

\[
J^{2k}=q^k\,1,\qquad J^{2k+1}=q^kJ .
\]

If \(q<1\), then \(q^k\to0\), since \(q>0\), and both subsequences tend to zero. Conversely, suppose that \(J^k\to0\). Applied to a unit dipole on site 0, the even powers give \(J^{2k}(1,0)=(q^k,0)\). This can tend to zero only if \(q<1\), which is \(4a_1a_2<r^6\).

The determinant is

\[
\det(1-J)=1-\frac{2a_1}{r^3}\,\frac{2a_2}{r^3}=1-q,
\]

so \(1-J\) is singular exactly when \(q=1\). Singularity means that \((1-J)\mu=0\) for some \(\mu\neq0\). Such a pair sustains itself without a field.

For the sweeps, let \(\mu^{(k)}\) and \(\mu'^{(k)}\) be two iterations in the same field. The term \(b\) cancels in their difference, hence

\[
\mu^{(k)}-\mu'^{(k)}=J^k\bigl(\mu^{(0)}-\mu'^{(0)}\bigr).
\]

If \(q<1\), then \(1-J\) is invertible and there is a self-consistent \(\nu\). Taking \(\mu'^{(0)}=\nu\), which a sweep leaves unchanged, gives \(\mu^{(k)}-\nu=J^k(\mu^{(0)}-\nu)\to0\). Conversely, if all starts lead to the same limit, the iterations started from \((1,0)\) and \((0,0)\) have a difference \(J^k(1,0)\) that tends to zero, and so \(q<1\).

For \(q>1\) the matrix \(1-J\) is invertible again and the equations have one solution, but the sweeps diverge from every other start: after \(2k\) sweeps the initial error has been multiplied by \(q^k\). In the field \(E=(1,0)\) this solution has \(\mu_0=a_1/(1-q)<0\), a dipole that points against the applied field.

## Numbers below and at the threshold

Take \(a_1=1\), \(a_2=4\), \(r=2\) and \(E=(1,0)\). Then \(4a_1a_2=16<64=r^6\), \(q=1/4\), and a sweep is \((\mu_0,\mu_1)\mapsto(1+\mu_1/4,\ \mu_0)\). From zero dipoles it gives

\[
(1,0),\quad(1,1),\quad(1.25,1),\quad(1.25,1.25),\ \dots
\]

with limit \((4/3,4/3)\).

Now move the sites together until \(r^3=4\), so that \(r^6=16\) and \(q=1\). In zero field a sweep is \((\mu_0,\mu_1)\mapsto(\mu_1/2,\,2\mu_0)\). The pair \((1,2)\) sustains itself, while the start \((1,0)\) alternates with \((0,2)\) forever.

In the opposite limit \(r\to\infty\), \(J\) tends to zero and each site responds to the external field alone.

## The Lean file

```lean
import Mathlib

open Filter Topology Matrix

namespace InducedDipoleJacobi

noncomputable section

/-- The Jacobi iteration matrix of two collinear induced dipoles with polarizabilities `a₁`, `a₂` at
distance `r > 0`. -/
def jacobi (a₁ a₂ r : ℝ) : Matrix (Fin 2) (Fin 2) ℝ :=
  !![0, 2 * a₁ / r ^ 3; 2 * a₂ / r ^ 3, 0]

/-- The dimensionless coupling `4 a₁ a₂ / r⁶` of the two sites, for `r ≠ 0`. -/
def coupling (a₁ a₂ r : ℝ) : ℝ := 4 * a₁ * a₂ / r ^ 6

/-- One Jacobi sweep for two collinear dipoles at distance `r > 0`: each dipole is recomputed as its
polarizability times the sum of the external field `E` and the field of the other, old dipole. -/
def sweep (a₁ a₂ r : ℝ) (E μ : Fin 2 → ℝ) : Fin 2 → ℝ :=
  ![a₁ * (E 0 + 2 * μ 1 / r ^ 3), a₂ * (E 1 + 2 * μ 0 / r ^ 3)]

/-- A sweep adds the dipoles induced by the external field alone to the Jacobi matrix applied
to the old dipoles. -/
theorem sweep_eq (a₁ a₂ r : ℝ) (E μ : Fin 2 → ℝ) :
    sweep a₁ a₂ r E μ = ![a₁ * E 0, a₂ * E 1] + jacobi a₁ a₂ r *ᵥ μ := by
  ext i
  fin_cases i <;>
    simp [sweep, jacobi, dotProduct, Fin.sum_univ_succ] <;> ring

/-- An even number `2k` of applications of the Jacobi matrix multiplies every pair of dipoles by
the `k`-th power of the coupling. -/
theorem jacobi_pow_even (a₁ a₂ r : ℝ) (k : ℕ) :
    jacobi a₁ a₂ r ^ (2 * k) = coupling a₁ a₂ r ^ k • (1 : Matrix (Fin 2) (Fin 2) ℝ) := by
  have hsq : jacobi a₁ a₂ r ^ 2 = coupling a₁ a₂ r • (1 : Matrix (Fin 2) (Fin 2) ℝ) := by
    rw [pow_two]
    ext i j
    fin_cases i <;> fin_cases j <;>
      simp [jacobi, coupling, Matrix.mul_apply, Fin.sum_univ_succ] <;> ring
  rw [pow_mul, hsq, smul_pow, one_pow]

/-- If a unit dipole on the first site dies out under repeated application of the Jacobi matrix,
and `r ≠ 0`, then `4 a₁ a₂ < r⁶`. -/
theorem lt_of_unit_dipole_decays {a₁ a₂ r : ℝ} (hr : r ≠ 0)
    (h : Tendsto (fun k : ℕ => jacobi a₁ a₂ r ^ k *ᵥ ![1, 0]) atTop (𝓝 0)) :
    4 * a₁ * a₂ < r ^ 6 := by
  have hr6 : 0 < r ^ 6 := by positivity
  by_contra hlt
  have hq : 1 ≤ coupling a₁ a₂ r := by
    rw [coupling, le_div_iff₀ hr6, one_mul]
    exact not_lt.1 hlt
  -- after an even number of steps the first dipole is a power of the coupling
  have h2 : Tendsto (fun k : ℕ => 2 * k) atTop atTop :=
    tendsto_atTop_atTop.2 fun b => ⟨b, fun k hk => by omega⟩
  have h0 : Tendsto (fun k : ℕ => (jacobi a₁ a₂ r ^ (2 * k) *ᵥ ![1, 0]) 0) atTop (𝓝 0) :=
    ((continuous_apply (0 : Fin 2)).tendsto (0 : Fin 2 → ℝ)).comp (h.comp h2)
  have h1 : ∀ k : ℕ, 1 ≤ (jacobi a₁ a₂ r ^ (2 * k) *ᵥ ![1, 0]) 0 := by
    intro k
    have e : (jacobi a₁ a₂ r ^ (2 * k) *ᵥ ![1, 0]) 0 = coupling a₁ a₂ r ^ k := by
      rw [jacobi_pow_even]
      simp [Matrix.mulVec, dotProduct, Fin.sum_univ_succ]
    rw [e]
    exact one_le_pow₀ hq
  have h3 : (1 : ℝ) ≤ 0 := ge_of_tendsto' h0 h1
  linarith

/-- For positive polarizabilities and distance, the powers of the Jacobi matrix tend to zero
if and only if `4 a₁ a₂ < r⁶`. -/
theorem jacobi_pow_tendsto_zero_iff {a₁ a₂ r : ℝ} (h₁ : 0 < a₁) (h₂ : 0 < a₂) (hr : 0 < r) :
    Tendsto (fun k : ℕ => jacobi a₁ a₂ r ^ k) atTop (𝓝 0) ↔ 4 * a₁ * a₂ < r ^ 6 := by
  constructor
  · intro h
    have hc : Continuous fun M : Matrix (Fin 2) (Fin 2) ℝ => M *ᵥ ![(1 : ℝ), 0] :=
      continuous_id.matrix_mulVec continuous_const
    have ht := (hc.tendsto 0).comp h
    simp only [Matrix.zero_mulVec] at ht
    exact lt_of_unit_dipole_decays hr.ne' ht
  · intro h
    have hq0 : 0 ≤ coupling a₁ a₂ r := by unfold coupling; positivity
    have hq1 : coupling a₁ a₂ r < 1 := by
      rw [coupling, div_lt_one (by positivity)]
      exact h
    have hhalf : Tendsto (fun k : ℕ => k / 2) atTop atTop :=
      tendsto_atTop_atTop.2 fun b => ⟨2 * b, fun k hk => by omega⟩
    have hpow : Tendsto (fun k : ℕ => coupling a₁ a₂ r ^ (k / 2)) atTop (𝓝 0) :=
      (tendsto_pow_atTop_nhds_zero_of_lt_one hq0 hq1).comp hhalf
    -- even powers are multiples of the identity, odd powers multiples of the Jacobi matrix
    have hc : Tendsto (fun k : ℕ => if k % 2 = 0 then coupling a₁ a₂ r ^ (k / 2) else 0)
        atTop (𝓝 0) :=
      squeeze_zero (fun k => by split_ifs <;> positivity)
        (fun k => by
          split_ifs
          · exact le_rfl
          · positivity) hpow
    have hd : Tendsto (fun k : ℕ => if k % 2 = 0 then 0 else coupling a₁ a₂ r ^ (k / 2))
        atTop (𝓝 0) :=
      squeeze_zero (fun k => by split_ifs <;> positivity)
        (fun k => by
          split_ifs
          · positivity
          · exact le_rfl) hpow
    have hlim := (hc.smul_const (1 : Matrix (Fin 2) (Fin 2) ℝ)).add
      (hd.smul_const (jacobi a₁ a₂ r))
    simp only [zero_smul, add_zero] at hlim
    refine hlim.congr fun k => ?_
    rcases Nat.even_or_odd' k with ⟨m, rfl | rfl⟩
    · have e1 : 2 * m % 2 = 0 := by omega
      have e2 : 2 * m / 2 = m := by omega
      rw [jacobi_pow_even]
      simp only [e1, e2, ↓reduceIte, zero_smul, add_zero]
    · have e1 : (2 * m + 1) % 2 = 1 := by omega
      have e2 : (2 * m + 1) / 2 = m := by omega
      rw [pow_succ, jacobi_pow_even]
      simp only [e1, e2, one_ne_zero, ↓reduceIte, zero_smul, zero_add, smul_mul_assoc, one_mul]

/-- Polarization catastrophe: for `r ≠ 0` the matrix `1 - J` of the induced-dipole equations is
singular if and only if `4 a₁ a₂ = r⁶`. -/
theorem one_sub_jacobi_singular_iff {a₁ a₂ r : ℝ} (hr : r ≠ 0) :
    ¬ IsUnit (1 - jacobi a₁ a₂ r) ↔ 4 * a₁ * a₂ = r ^ 6 := by
  have hdet : (1 - jacobi a₁ a₂ r).det = 1 - coupling a₁ a₂ r := by
    rw [Matrix.det_fin_two]
    simp [jacobi, coupling]
    ring
  rw [Matrix.isUnit_iff_isUnit_det, isUnit_iff_ne_zero, not_not, hdet, sub_eq_zero, coupling,
    eq_div_iff (pow_ne_zero 6 hr), one_mul]
  exact eq_comm

/-- For `r ≠ 0`, nonzero dipoles can sustain each other without an external field if and only if
`4 a₁ a₂ = r⁶`. -/
theorem spontaneous_dipoles_iff {a₁ a₂ r : ℝ} (hr : r ≠ 0) :
    (∃ μ : Fin 2 → ℝ, μ ≠ 0 ∧ sweep a₁ a₂ r 0 μ = μ) ↔ 4 * a₁ * a₂ = r ^ 6 := by
  rw [← one_sub_jacobi_singular_iff hr, Matrix.isUnit_iff_isUnit_det, isUnit_iff_ne_zero,
    not_not, ← Matrix.exists_mulVec_eq_zero_iff]
  refine exists_congr fun μ => and_congr_right fun _ => ?_
  have h0 : ![a₁ * (0 : Fin 2 → ℝ) 0, a₂ * (0 : Fin 2 → ℝ) 1] = 0 := by
    ext i
    fin_cases i <;> simp
  rw [Matrix.sub_mulVec, Matrix.one_mulVec, sub_eq_zero, sweep_eq, h0, zero_add]
  exact eq_comm

/-- After `k` sweeps in the same field, the difference between two iterations is the `k`-th power
of the Jacobi matrix applied to the difference of their starting dipoles. -/
theorem sweep_iterate_sub (a₁ a₂ r : ℝ) (E μ μ' : Fin 2 → ℝ) (k : ℕ) :
    (sweep a₁ a₂ r E)^[k] μ - (sweep a₁ a₂ r E)^[k] μ' = jacobi a₁ a₂ r ^ k *ᵥ (μ - μ') := by
  induction k with
  | zero => simp
  | succ k ih =>
    rw [Function.iterate_succ_apply', Function.iterate_succ_apply', sweep_eq, sweep_eq,
      add_sub_add_left_eq_sub, ← Matrix.mulVec_sub, ih, Matrix.mulVec_mulVec, ← pow_succ']

/-- For positive polarizabilities and distance and any external field, the Jacobi sweeps converge
from every starting guess to one self-consistent pair of dipoles if and only if
`4 a₁ a₂ < r⁶`. -/
theorem sweeps_converge_iff {a₁ a₂ r : ℝ} (h₁ : 0 < a₁) (h₂ : 0 < a₂) (hr : 0 < r)
    (E : Fin 2 → ℝ) :
    (∃ ν, sweep a₁ a₂ r E ν = ν ∧
      ∀ μ, Tendsto (fun k : ℕ => (sweep a₁ a₂ r E)^[k] μ) atTop (𝓝 ν)) ↔
      4 * a₁ * a₂ < r ^ 6 := by
  constructor
  · rintro ⟨ν, -, h⟩
    -- compare the iterations started from a unit dipole and from zero
    have hd := (h ![1, 0]).sub (h 0)
    simp only [sweep_iterate_sub, sub_zero, sub_self] at hd
    exact lt_of_unit_dipole_decays hr.ne' hd
  · intro h
    have hu : IsUnit (1 - jacobi a₁ a₂ r) := by
      by_contra hs
      exact h.ne ((one_sub_jacobi_singular_iff hr.ne').1 hs)
    -- solve the induced-dipole equations
    obtain ⟨ν, hν⟩ : ∃ ν, (1 - jacobi a₁ a₂ r) *ᵥ ν = ![a₁ * E 0, a₂ * E 1] :=
      ⟨(1 - jacobi a₁ a₂ r)⁻¹ *ᵥ ![a₁ * E 0, a₂ * E 1], by
        rw [Matrix.mulVec_mulVec,
          Matrix.mul_nonsing_inv _ ((Matrix.isUnit_iff_isUnit_det _).1 hu), Matrix.one_mulVec]⟩
    have hfix : sweep a₁ a₂ r E ν = ν := by
      rw [sweep_eq, ← hν, Matrix.sub_mulVec, Matrix.one_mulVec, sub_add_cancel]
    refine ⟨ν, hfix, fun μ => ?_⟩
    -- the error is propagated by powers of the Jacobi matrix
    have hc : Continuous fun M : Matrix (Fin 2) (Fin 2) ℝ => M *ᵥ (μ - ν) :=
      continuous_id.matrix_mulVec continuous_const
    have ht := ((hc.tendsto 0).comp ((jacobi_pow_tendsto_zero_iff h₁ h₂ hr).2 h)).add_const ν
    simp only [Matrix.zero_mulVec, zero_add] at ht
    refine ht.congr fun k => ?_
    have hk := sweep_iterate_sub a₁ a₂ r E μ ν k
    rw [Function.iterate_fixed hfix k] at hk
    simp only [Function.comp_apply]
    rw [← hk, sub_add_cancel]

end

end InducedDipoleJacobi
```

```lean
#print axioms InducedDipoleJacobi.spontaneous_dipoles_iff
#print axioms InducedDipoleJacobi.sweeps_converge_iff
```

```
'InducedDipoleJacobi.spontaneous_dipoles_iff' depends on axioms: [propext, Classical.choice, Quot.sound]
'InducedDipoleJacobi.sweeps_converge_iff' depends on axioms: [propext, Classical.choice, Quot.sound]
```

## From the squared matrix to the sweeps

`sweep_eq` checks by components that the physical rule equals \(b+J\mu\). `jacobi_pow_even` first proves \(J^2=q\,1\) entry by entry and then raises it to the power \(k\).

`lt_of_unit_dipole_decays` contains the necessity argument. It assumes \(q\geq1\) for contradiction. The first component of \(J^{2k}(1,0)\) is then \(q^k\ge1\) for all \(k\), yet it tends to zero, and `ge_of_tendsto'` yields \(1\le0\).

In `jacobi_pow_tendsto_zero_iff`, the forward direction applies the matrices to \((1,0)\) and calls that lemma. For the other direction, the even and odd cases are joined in one formula, \(J^k=c_k\,1+d_kJ\). One coefficient is \(q^{\lfloor k/2\rfloor}\) and the other is zero, depending on the parity of \(k\). Both lie between 0 and \(q^{\lfloor k/2\rfloor}\), so `squeeze_zero` sends them to zero.

`one_sub_jacobi_singular_iff` computes the determinant \(1-q\). `spontaneous_dipoles_iff` combines it with Mathlib's statement that a zero determinant is equivalent to a nonzero kernel vector.

`sweep_iterate_sub` proves the difference formula by induction on \(k\), with \(b\) cancelling at each step. In `sweeps_converge_iff`, the forward direction subtracts the iterations started from `![1, 0]` and `0`. The reverse direction obtains `ν` from the inverse of \(1-J\), verifies in `hfix` that a sweep preserves it, and applies \(J^k\to0\) to the initial error `μ - ν`.
